# The unique resistivity minimum of $r_0 + aT^p - c\log T$ for positive $a$, $c$ and $p$

In some metals containing a few magnetic impurities, the resistivity first falls on cooling as lattice vibrations die out, then rises again as spin-flip scattering from the impurities grows. At what temperature does it turn, and how does that temperature move when the impurity term is strengthened? For the three-term model

$$r(T) = r_0 + aT^p - c\log T,$$

the answer is explicit. The logarithm, known from Kondo's perturbation theory, is an input here and is not derived from a Hamiltonian.

```lean
import Mathlib

open Real

namespace KondoResistivityMinimum

noncomputable section

/-- Resistivity at temperature `T > 0` (in a fixed unit): a residual part `r₀`, a power law
`a T^p`, and a logarithmic term `-c log T`. -/
def resistivity (r₀ a c p T : ℝ) : ℝ := r₀ + a * T ^ p - c * log T
```

All quantities are real numbers, and `T` is temperature divided by a fixed unit. The constant $r_0$ includes the residual resistivity, but because of the logarithm its value also depends on the chosen unit. It is unrestricted here, since it cancels from every difference.

## $a>0$ and $c>0$: two competing scattering mechanisms

Positive $a$ means that phonon scattering grows with temperature; positive $c$ means that impurity scattering grows on cooling. Define

$$T_m = \left(\frac{c}{pa}\right)^{1/p}, \qquad\text{so that}\qquad aT_m^p = \frac{c}{p}.$$

By hand and in Lean, positivity makes the base $c/(pa)$ positive, so the powers $1/p$ and $p$ undo each other.

```lean
/-- The temperature `(c / (p a))^(1/p)`, for `a, c, p > 0`. -/
def Tmin (a c p : ℝ) : ℝ := (c / (p * a)) ^ (1 / p)

/-- For positive `a`, `c`, `p` the temperature `Tmin` is positive. -/
theorem Tmin_pos {a c p : ℝ} (ha : 0 < a) (hc : 0 < c) (hp : 0 < p) :
    0 < Tmin a c p :=
  Real.rpow_pos_of_pos (div_pos hc (mul_pos hp ha)) _

/-- For positive `a`, `c`, `p` the power-law part of the resistivity at `Tmin` equals `c / p`. -/
theorem power_law_at_Tmin {a c p : ℝ} (ha : 0 < a) (hc : 0 < c) (hp : 0 < p) :
    a * Tmin a c p ^ p = c / p := by
  have h : 0 < c / (p * a) := div_pos hc (mul_pos hp ha)
  have h1 : 1 / p * p = 1 := by field_simp
  unfold Tmin
  rw [← Real.rpow_mul h.le, h1, Real.rpow_one]
  field_simp
```

Neither condition can be weakened to $\ge 0$: with $a=0$ the curve only falls, with $c=0$ it only rises, and no minimum over $T>0$ remains.

## $T>0$: where the logarithm has meaning

For positive $x$ and $y$, put $v=(y/x)^p$. Then $x^pv=y^p$ and $\log v=p(\log y-\log x)$, hence

$$r(y)-r(x)=a(y^p-x^p)-c(\log y-\log x)=ax^p(v-1)-\frac{c}{p}\log v.$$

The lemma `resistivity_sub` proves $x^pv=y^p$ as `h2` and the formula for $\log v$ as `h1`, using the positivity of $x$ and $y$ for the power and logarithm rules. Beyond that positivity it needs only $p\neq0$.

```lean
/-- The resistivity difference between two positive temperatures `x` and `y`, for `p ≠ 0`,
expressed through the ratio `(y/x)^p`. -/
theorem resistivity_sub (r₀ a c : ℝ) {p x y : ℝ} (hp : p ≠ 0) (hx : 0 < x) (hy : 0 < y) :
    resistivity r₀ a c p y - resistivity r₀ a c p x
      = a * x ^ p * ((y / x) ^ p - 1) - c / p * log ((y / x) ^ p) := by
  have h1 : log ((y / x) ^ p) = p * (log y - log x) := by
    rw [Real.log_rpow (div_pos hy hx), Real.log_div hy.ne' hx.ne']
  have h2 : x ^ p * (y / x) ^ p = y ^ p := by
    rw [← Real.mul_rpow hx.le (div_pos hy hx).le, show x * (y / x) = y by field_simp]
  have h3 : c / p * (p * (log y - log x)) = c * (log y - log x) := by field_simp
  rw [h1, h3]
  unfold resistivity
  linear_combination (-a) * h2
```

Setting $x=T_m$, $y=T$ and $u=(T/T_m)^p$, the balance $aT_m^p=c/p$ gives

$$r(T)-r(T_m)=\frac{c}{p}(u-1-\log u).$$

```lean
/-- For positive `a`, `c`, `p` and `T`, the excess of the resistivity over its value at `Tmin` is
`(c/p)(u - 1 - log u)` with `u = (T/Tmin)^p`. -/
theorem excess_resistivity (r₀ : ℝ) {a c p T : ℝ} (ha : 0 < a) (hc : 0 < c) (hp : 0 < p)
    (hT : 0 < T) :
    resistivity r₀ a c p T - resistivity r₀ a c p (Tmin a c p)
      = c / p * ((T / Tmin a c p) ^ p - 1 - log ((T / Tmin a c p) ^ p)) := by
  rw [resistivity_sub r₀ a c hp.ne' (Tmin_pos ha hc hp) hT, power_law_at_Tmin ha hc hp]
  ring
```

At $T=0$ the physical formula diverges, whereas Lean's convention `log 0 = 0` would give $r_0$, which can lie below $r(T_m)$. In a real metal the logarithm also fails at sufficiently low temperature; the model omits that saturation.

## $p>0$: phonon scattering that freezes out

A positive exponent makes $T^p$ increase with $T$. It therefore decides on which side of 1 the ratio $v$ lies, and on which side of $c/p$ the power-law term lies.

Take $0<x<y\le T_m$ and $v=(x/y)^p<1$. Then

$$r(x)-r(y)=\left(\frac{c}{p}-ay^p\right)(1-v)+\frac{c}{p}(v-1-\log v).$$

The first term is nonnegative because $ay^p\le c/p$. The second is positive because $v-1-\log v$, with derivative $1-1/v$, has its only zero at its minimum $v=1$. So $r$ falls strictly up to $T_m$. In Lean, `h1` and `h2` are these two signs, and `nlinarith` combines them with the difference formula `hd`.

```lean
/-- For positive `a`, `c`, `p` the resistivity strictly decreases with temperature
on `0 < T ≤ Tmin`. -/
theorem resistivity_strictAntiOn (r₀ : ℝ) {a c p : ℝ} (ha : 0 < a) (hc : 0 < c) (hp : 0 < p) :
    StrictAntiOn (resistivity r₀ a c p) (Set.Ioc 0 (Tmin a c p)) := by
  intro x hx y hy hxy
  have hd := resistivity_sub r₀ a c hp.ne' hy.1 hx.1
  have hq : 0 < x / y := div_pos hx.1 hy.1
  have hv : (x / y) ^ p < 1 := Real.rpow_lt_one hq.le ((div_lt_one hy.1).2 hxy) hp
  -- below `Tmin` the power law is weaker than the logarithm
  have hA : a * y ^ p ≤ c / p := by
    rw [← power_law_at_Tmin ha hc hp]
    exact mul_le_mul_of_nonneg_left (Real.rpow_le_rpow hy.1.le hy.2 hp.le) ha.le
  have hlog := Real.log_lt_sub_one_of_pos (Real.rpow_pos_of_pos hq p) hv.ne
  have h1 := mul_nonneg (sub_nonneg.2 hA) (sub_pos.2 hv).le
  have h2 := mul_pos (div_pos hc hp) (sub_pos.2 hlog)
  nlinarith [hd, h1, h2]
```

For $T_m\le x<y$ and $v=(y/x)^p>1$, likewise

$$r(y)-r(x)=\left(ax^p-\frac{c}{p}\right)(v-1)+\frac{c}{p}(v-1-\log v)>0.$$

```lean
/-- For positive `a`, `c`, `p` the resistivity strictly increases with temperature
on `T ≥ Tmin`. -/
theorem resistivity_strictMonoOn (r₀ : ℝ) {a c p : ℝ} (ha : 0 < a) (hc : 0 < c) (hp : 0 < p) :
    StrictMonoOn (resistivity r₀ a c p) (Set.Ici (Tmin a c p)) := by
  intro x hx y _ hxy
  have hm := Tmin_pos ha hc hp
  have hx' : Tmin a c p ≤ x := hx
  have hx0 : 0 < x := lt_of_lt_of_le hm hx'
  have hy0 : 0 < y := hx0.trans hxy
  have hd := resistivity_sub r₀ a c hp.ne' hx0 hy0
  have hv : 1 < (y / x) ^ p := Real.one_lt_rpow ((one_lt_div hx0).2 hxy) hp
  -- above `Tmin` the power law is stronger than the logarithm
  have hA : c / p ≤ a * x ^ p := by
    rw [← power_law_at_Tmin ha hc hp]
    exact mul_le_mul_of_nonneg_left (Real.rpow_le_rpow hm.le hx' hp.le) ha.le
  have hlog := Real.log_lt_sub_one_of_pos (Real.rpow_pos_of_pos (div_pos hy0 hx0) p) hv.ne'
  have h1 := mul_nonneg (sub_nonneg.2 hA) (sub_pos.2 hv).le
  have h2 := mul_pos (div_pos hc hp) (sub_pos.2 hlog)
  nlinarith [hd, h1, h2]
```

Any other positive temperature lies on one of the two branches, both of which include $T_m$. This gives the unique global minimum.

```lean
/-- Resistivity minimum: for positive `a`, `c`, `p` the temperature `Tmin` is positive, and at
every other positive temperature the resistivity is strictly larger than at `Tmin`. -/
theorem resistivity_unique_minimum (r₀ : ℝ) {a c p : ℝ} (ha : 0 < a) (hc : 0 < c)
    (hp : 0 < p) :
    0 < Tmin a c p ∧ ∀ T, 0 < T → T ≠ Tmin a c p →
      resistivity r₀ a c p (Tmin a c p) < resistivity r₀ a c p T := by
  have hm := Tmin_pos ha hc hp
  refine ⟨hm, fun T hT hne => ?_⟩
  rcases lt_or_gt_of_ne hne with h | h
  · exact resistivity_strictAntiOn r₀ ha hc hp ⟨hT, h.le⟩ ⟨hm, le_rfl⟩ h
  · exact resistivity_strictMonoOn r₀ ha hc hp (Set.mem_Ici.2 le_rfl) (Set.mem_Ici.2 h.le) h
```

With $a,c>0$ but $p\le0$, the curve falls throughout and has no minimum. For $p>0$, inserting $\log T_m=\frac1p\log\frac{c}{pa}$ gives the minimum value $r_0+\frac{c}{p}\left(1-\log\frac{c}{pa}\right)$.

```lean
/-- For positive `a`, `c`, `p` the resistivity at `Tmin` is
`r₀ + (c/p)(1 - log (c/(p a)))`. -/
theorem resistivity_at_Tmin (r₀ : ℝ) {a c p : ℝ} (ha : 0 < a) (hc : 0 < c) (hp : 0 < p) :
    resistivity r₀ a c p (Tmin a c p) = r₀ + c / p * (1 - log (c / (p * a))) := by
  have hl : log (Tmin a c p) = 1 / p * log (c / (p * a)) :=
    Real.log_rpow (div_pos hc (mul_pos hp ha)) _
  unfold resistivity
  rw [power_law_at_Tmin ha hc hp, hl]
  ring
```

## $s>0$: a stronger or weaker impurity term

Replacing $c$ by $sc$, with $a$ and $p$ fixed, gives

$$\left(\frac{sc}{pa}\right)^{1/p}=s^{1/p}\,T_m.$$

Lean uses $s>0$ to split the power of the product. At $s=0$ there would be no logarithm, and so no minimum to move.

```lean
/-- For positive `a`, `c`, `p`, multiplying the logarithmic coefficient `c` by `s > 0`
multiplies `Tmin` by `s^(1/p)`. -/
theorem Tmin_scaling {a c p s : ℝ} (ha : 0 < a) (hc : 0 < c) (hp : 0 < p) (hs : 0 < s) :
    Tmin a (s * c) p = s ^ (1 / p) * Tmin a c p := by
  unfold Tmin
  rw [mul_div_assoc, Real.mul_rpow hs.le (div_pos hc (mul_pos hp ha)).le]
```

For the low-temperature phonon law $p=5$, the dependence is weak: since $32=2^5$, doubling $T_m$ takes a factor of 32 in $c$.

```lean
/-- For a `T^5` power law with positive `a` and `c`, a logarithmic coefficient 32 times as large
doubles `Tmin`. -/
theorem Tmin_doubling_T5 {a c : ℝ} (ha : 0 < a) (hc : 0 < c) :
    Tmin a (32 * c) 5 = 2 * Tmin a c 5 := by
  have h32 : (32 : ℝ) ^ (1 / 5 : ℝ) = 2 := by
    rw [show (32 : ℝ) = (2 : ℝ) ^ (5 : ℝ) by norm_num,
      ← Real.rpow_mul (by norm_num : (0 : ℝ) ≤ 2),
      show (5 : ℝ) * (1 / 5) = 1 by norm_num, Real.rpow_one]
  rw [Tmin_scaling ha hc (by norm_num) (by norm_num), h32]

end

end KondoResistivityMinimum
```

Take $a=1$, $c=5$, $p=5$. Then $T_m=1$ and $r(1)=r_0+1$, while $r(2)=r_0+32-5\log2\approx r_0+28.53$. The excess is $27.53$, matching $u-1-\log u$ at $u=32$. Raising $c$ to 160 moves the minimum to $T_m=32^{1/5}=2$.

When this model is fitted to computed or measured resistivities, the $T_m$ obtained from the fitted $a$, $c$ and $p$ can be compared with the minimum seen in the data, provided that the fitted range contains that minimum and the three parameters are constant over it.

```lean
#print axioms KondoResistivityMinimum.excess_resistivity
#print axioms KondoResistivityMinimum.resistivity_unique_minimum
#print axioms KondoResistivityMinimum.resistivity_at_Tmin
#print axioms KondoResistivityMinimum.Tmin_doubling_T5
```

```
'KondoResistivityMinimum.excess_resistivity' depends on axioms: [propext, Classical.choice, Quot.sound]
'KondoResistivityMinimum.resistivity_unique_minimum' depends on axioms: [propext, Classical.choice, Quot.sound]
'KondoResistivityMinimum.resistivity_at_Tmin' depends on axioms: [propext, Classical.choice, Quot.sound]
'KondoResistivityMinimum.Tmin_doubling_T5' depends on axioms: [propext, Classical.choice, Quot.sound]
```
